# The anticommutator propagator of non-interacting fermions equals $e^{-iht}$

Let $c_i$ annihilate a fermion in the $i$-th of finitely many orthonormal modes, so that $\{c_i,c_j\}=0$ and $\{c_i,c_j^\dagger\}=\delta_{ij}$. Set $\hbar=1$. A time-independent one-body matrix $h$ defines

$$H=\sum_{ij}h_{ij}c_i^\dagger c_j,\qquad c_i(t)=e^{iHt}c_ie^{-iHt}.$$

For a density matrix $\rho$, $\operatorname{Tr}(\rho\,c_i(t)c_j^\dagger)$ describes a particle added in mode $j$ at time zero and removed from mode $i$ at time $t$, while $\operatorname{Tr}(\rho\,c_j^\dagger c_i(t))$ describes the propagation of a hole. Each depends on $\rho$, but their sum, the anticommutator propagator, does not: for every $\rho$ with $\operatorname{Tr}\rho=1$,

$$\operatorname{Tr}\bigl(\rho\{c_i(t),c_j^\dagger\}\bigr)=(e^{-iht})_{ij}.$$

Multiplied by $-i\theta(t)$, with $\theta$ the step function, the left side is the retarded Green's function. For finitely many non-interacting modes it thus requires only the exponential of the one-particle matrix, and it is the same at every temperature and filling.

## From the commutator to the propagator

Expanding the products gives

$$[c_i,c_k^\dagger c_l]=\{c_i,c_k^\dagger\}c_l-c_k^\dagger\{c_i,c_l\}=\delta_{ik}c_l,$$

and summing with $h_{kl}$ yields the equation of motion $[c_i,H]=\sum_j h_{ij}c_j$.

Fix $i$ and write $L(M)=\sum_j M_{ij}c_j$ for a matrix $M$ on the modes. Then

$$[L(M),H]=\sum_{jk}M_{ij}h_{jk}c_k=L(Mh).$$

For complex $z$, let $G(z)=e^{-zH}L(e^{-zh})e^{zH}$. Its derivative is

$$G'(z)=e^{-zH}\bigl([L(e^{-zh}),H]-L(e^{-zh}h)\bigr)e^{zH}=0.$$

Hence $G(z)=G(0)=L(1)=c_i$. Multiplying by $e^{zH}$ on the left and $e^{-zH}$ on the right gives

$$e^{zH}c_ie^{-zH}=\sum_j(e^{-zh})_{ij}c_j.$$

At $z=it$ this is $c_i(t)$, so

$$\{c_i(t),c_j^\dagger\}=\sum_k(e^{-iht})_{ik}\{c_k,c_j^\dagger\}=(e^{-iht})_{ij}\,1.$$

Multiplying by $\rho$ and taking the trace proves the claim.

If $h$ is Hermitian, $U=e^{-iht}$ satisfies $UU^\dagger=e^{-iht}e^{iht}=1$. The diagonal entry $(UU^\dagger)_{ii}$ then gives $\sum_j|U_{ij}|^2=1$: for a single particle, the probabilities of reaching mode $i$ from each starting mode $j$ add up to one. Conservation of probability for a particle starting in mode $j$ is the column sum $\sum_i|U_{ij}|^2=1$, which follows in the same way from $U^\dagger U=1$.

## Modes, states and operators as matrices

In the Lean code, `n` labels the modes and `m` the many-body basis states; neither is an occupation number. Both are finite.

```lean
import Mathlib

open Matrix

namespace FreeFermionPropagator

noncomputable section

variable {n m : Type*} [Fintype n] [DecidableEq n] [Fintype m] [DecidableEq m]
```

The anticommutation relations are a hypothesis on a family of complex matrices. The superscript `ᴴ` denotes the adjoint, not the Hamiltonian.

```lean
/-- The canonical anticommutation relations for annihilation operators `c i`:
`{c_i, c_j} = 0` and `{c_i, c_j†} = δ_ij`. -/
structure IsCAR (c : n → Matrix m m ℂ) : Prop where
  anti : ∀ i j, c i * c j + c j * c i = 0
  anti_star : ∀ i j, c i * (c j)ᴴ + (c j)ᴴ * c i = if i = j then 1 else 0
```

The next definition accepts any complex $h$, Hermitian or not.

```lean
/-- The one-body Hamiltonian `H = ∑ h_ij c_i† c_j`. -/
def hamiltonian (h : Matrix n n ℂ) (c : n → Matrix m m ℂ) : Matrix m m ℂ :=
  ∑ i, ∑ j, h i j • ((c i)ᴴ * c j)
```

Time is real, and the sign convention is that of the Heisenberg picture.

```lean
/-- The Heisenberg operator `A(t) = exp(iHt) A exp(-iHt)`. -/
def heisenberg (H A : Matrix m m ℂ) (t : ℝ) : Matrix m m ℂ :=
  NormedSpace.exp ((Complex.I * t) • H) * A * NormedSpace.exp (-((Complex.I * t) • H))
```

The name `evolution` refers to the one-particle matrix $e^{-iht}$, whose size is the number of modes.

```lean
/-- The one-particle evolution matrix `exp(-iht)`. -/
def evolution (h : Matrix n n ℂ) (t : ℝ) : Matrix n n ℂ :=
  NormedSpace.exp (-((Complex.I * t) • h))
```

## The equation of motion and its solution

The first lemma cancels the outer exponentials at the end of the derivation.

```lean
/-- The exponentials of a matrix and of its negative are inverse to each other. -/
theorem exp_mul_exp_neg (A : Matrix m m ℂ) :
    NormedSpace.exp A * NormedSpace.exp (-A) = 1 := by
  rw [← Matrix.exp_add_of_commute A (-A) (Commute.refl A).neg_right, add_neg_cancel,
    NormedSpace.exp_zero]
```

In the commutator lemma, `key` is the identity for $[c_i,c_k^\dagger c_l]$, and `Finset.sum_eq_single` uses the Kronecker delta to keep only the term $k=i$.

```lean
/-- Equation of motion: for operators obeying the CAR, `[c_i, H] = ∑_j h_ij c_j`. -/
theorem commutator_hamiltonian {c : n → Matrix m m ℂ} (hc : IsCAR c)
    (h : Matrix n n ℂ) (i : n) :
    c i * hamiltonian h c - hamiltonian h c * c i = ∑ j, h i j • c j := by
  -- the commutator with a bilinear, written through anticommutators
  have key : ∀ k l, c i * ((c k)ᴴ * c l) - (c k)ᴴ * c l * c i
      = if i = k then c l else 0 := by
    intro k l
    calc c i * ((c k)ᴴ * c l) - (c k)ᴴ * c l * c i
        = (c i * (c k)ᴴ + (c k)ᴴ * c i) * c l
          - (c k)ᴴ * (c i * c l + c l * c i) := by noncomm_ring
      _ = if i = k then c l else 0 := by
          rw [hc.anti_star, hc.anti]
          split_ifs <;> simp
  simp only [hamiltonian, Finset.mul_sum, Finset.sum_mul, Matrix.mul_smul, Matrix.smul_mul,
    ← Finset.sum_sub_distrib, ← smul_sub, key]
  rw [Finset.sum_eq_single i]
  · simp
  · intro k _ hk
    simp [Ne.symm hk]
  · simp
```

The evolution law holds for all complex $z$, so real $z$ covers imaginary time. Here `L` is the map above, `key` is $[L(M),H]=L(Mh)$, `hG` is $G'=0$, and `h0` is $G(0)=c_i$. The norms introduced at the start serve only to define derivatives.

```lean
/-- For operators obeying the CAR and every complex `z`,
`exp(zH) c_i exp(-zH) = ∑_j exp(-zh)_ij c_j`. -/
theorem exp_conj_annihilation {c : n → Matrix m m ℂ} (hc : IsCAR c)
    (h : Matrix n n ℂ) (i : n) (z : ℂ) :
    NormedSpace.exp (z • hamiltonian h c) * c i * NormedSpace.exp (-(z • hamiltonian h c))
      = ∑ j, NormedSpace.exp (-(z • h)) i j • c j := by
  let : NormedRing (Matrix m m ℂ) := Matrix.linftyOpNormedRing
  let : NormedAlgebra ℂ (Matrix m m ℂ) := Matrix.linftyOpNormedAlgebra
  let : NormedRing (Matrix n n ℂ) := Matrix.linftyOpNormedRing
  let : NormedAlgebra ℂ (Matrix n n ℂ) := Matrix.linftyOpNormedAlgebra
  -- the linear map sending coefficients `M` to the operator `∑_j M_ij c_j`
  obtain ⟨L, hL⟩ : ∃ L : Matrix n n ℂ →ₗ[ℂ] Matrix m m ℂ, ∀ M, L M = ∑ j, M i j • c j :=
    ⟨{ toFun := fun M => ∑ j, M i j • c j
       map_add' := by intro A B; simp [add_smul, Finset.sum_add_distrib]
       map_smul' := by intro a A; simp [Finset.smul_sum, smul_smul] }, fun _ => rfl⟩
  have key : ∀ M, L M * hamiltonian h c - hamiltonian h c * L M = L (M * h) := by
    intro M
    simp only [hL, Finset.sum_mul, Finset.mul_sum, Matrix.smul_mul, Matrix.mul_smul,
      ← Finset.sum_sub_distrib, ← smul_sub, commutator_hamiltonian hc, Matrix.mul_apply,
      Finset.sum_smul, Finset.smul_sum, smul_smul]
    exact Finset.sum_comm
  generalize hamiltonian h c = H at key ⊢
  -- evolving forward with `h` and back with `H` changes nothing
  have hG : ∀ w : ℂ, HasDerivAt (fun w : ℂ => NormedSpace.exp (w • (-H)) *
      L (NormedSpace.exp (w • (-h))) * NormedSpace.exp (w • H)) 0 w := by
    intro w
    have hS : HasDerivAt (fun w : ℂ => L (NormedSpace.exp (w • (-h))))
        (L (NormedSpace.exp (w • (-h)) * (-h))) w :=
      L.toContinuousLinearMap.hasFDerivAt.comp_hasDerivAt w
        (hasDerivAt_exp_smul_const (-h) w)
    refine (((hasDerivAt_exp_smul_const (-H) w).fun_mul hS).fun_mul
      (hasDerivAt_exp_smul_const' H w)).congr_deriv ?_
    rw [mul_neg (NormedSpace.exp (w • (-h))) h, map_neg, ← key]
    noncomm_ring
  have h0 : NormedSpace.exp ((0 : ℂ) • (-H)) * L (NormedSpace.exp ((0 : ℂ) • (-h))) *
      NormedSpace.exp ((0 : ℂ) • H) = c i := by
    simp only [zero_smul, NormedSpace.exp_zero, one_mul, mul_one, hL]
    simp [Matrix.one_apply]
  have hz := (is_const_of_deriv_eq_zero (fun w => (hG w).differentiableAt)
    (fun w => (hG w).deriv) z 0).trans h0
  simp only [smul_neg] at hz
  have hinv := exp_mul_exp_neg (z • H)
  rw [← hL, ← hz]
  calc _ = (NormedSpace.exp (z • H) * NormedSpace.exp (-(z • H))) *
        L (NormedSpace.exp (-(z • h))) *
        (NormedSpace.exp (z • H) * NormedSpace.exp (-(z • H))) := by
        simp only [mul_assoc]
    _ = _ := by rw [hinv, one_mul, mul_one]
```

Real time is the case $z=it$.

```lean
/-- For operators obeying the CAR, the Heisenberg annihilation operator is
`c_i(t) = ∑_j exp(-iht)_ij c_j`. -/
theorem heisenberg_annihilation {c : n → Matrix m m ℂ} (hc : IsCAR c)
    (h : Matrix n n ℂ) (i : n) (t : ℝ) :
    heisenberg (hamiltonian h c) (c i) t = ∑ j, evolution h t i j • c j :=
  exp_conj_annihilation hc h i (Complex.I * t)
```

## The propagator and its row sum

The anticommutator is a multiple of the identity, obtained by inserting the evolved operator and applying `anti_star` term by term.

```lean
/-- For operators obeying the CAR, the anticommutator at different times is a number times
the identity: `{c_i(t), c_j†} = exp(-iht)_ij`. -/
theorem anticommutator_heisenberg {c : n → Matrix m m ℂ} (hc : IsCAR c)
    (h : Matrix n n ℂ) (i j : n) (t : ℝ) :
    heisenberg (hamiltonian h c) (c i) t * (c j)ᴴ
      + (c j)ᴴ * heisenberg (hamiltonian h c) (c i) t = evolution h t i j • 1 := by
  rw [heisenberg_annihilation hc]
  simp only [Finset.sum_mul, Finset.mul_sum, Matrix.smul_mul, Matrix.mul_smul,
    ← Finset.sum_add_distrib, ← smul_add, hc.anti_star]
  simp
```

The main theorem asks only that `ρ` have trace one. Density matrices are included, but neither positivity nor Hermiticity is used.

```lean
/-- For operators obeying the CAR and every matrix `ρ` of trace one,
`Tr(ρ {c_i(t), c_j†}) = exp(-iht)_ij`. -/
theorem trace_anticommutator {c : n → Matrix m m ℂ} (hc : IsCAR c)
    (h : Matrix n n ℂ) (ρ : Matrix m m ℂ) (hρ : ρ.trace = 1) (i j : n) (t : ℝ) :
    (ρ * (heisenberg (hamiltonian h c) (c i) t * (c j)ᴴ
      + (c j)ᴴ * heisenberg (hamiltonian h c) (c i) t)).trace = evolution h t i j := by
  rw [anticommutator_heisenberg hc, Matrix.mul_smul, mul_one, Matrix.trace_smul, hρ,
    smul_eq_mul, mul_one]
```

Hermiticity of $h$ enters in the row sum. In the proof, `hadj` states that $-iht$ is anti-Hermitian, `hU` is $UU^\dagger=1$, and the remaining lines read off its diagonal entry.

```lean
/-- For operators obeying the CAR, Hermitian `h` and `ρ` of trace one, the squared moduli of
`Tr(ρ {c_i(t), c_j†})` sum to one over `j` at every time. -/
theorem sum_norm_sq_trace_anticommutator {c : n → Matrix m m ℂ} (hc : IsCAR c)
    {h : Matrix n n ℂ} (hh : h.IsHermitian) (ρ : Matrix m m ℂ) (hρ : ρ.trace = 1)
    (i : n) (t : ℝ) :
    ∑ j, ‖(ρ * (heisenberg (hamiltonian h c) (c i) t * (c j)ᴴ
      + (c j)ᴴ * heisenberg (hamiltonian h c) (c i) t)).trace‖ ^ 2 = 1 := by
  simp only [trace_anticommutator hc h ρ hρ]
  -- `exp(-iht)` is unitary
  have hadj : (-((Complex.I * t) • h))ᴴ = -(-((Complex.I * t) • h)) := by
    rw [Matrix.conjTranspose_neg, Matrix.conjTranspose_smul, hh.eq]
    simp
  have hU : evolution h t * (evolution h t)ᴴ = 1 := by
    rw [evolution, ← Matrix.exp_conjTranspose, hadj]
    exact exp_mul_exp_neg _
  have hii := congrFun (congrFun hU i) i
  rw [Matrix.mul_apply, Matrix.one_apply_eq] at hii
  apply Complex.ofReal_injective
  rw [Complex.ofReal_one, ← hii, Complex.ofReal_sum]
  refine Finset.sum_congr rfl fun j _ => ?_
  rw [Matrix.conjTranspose_apply, Complex.star_def, Complex.mul_conj,
    Complex.normSq_eq_norm_sq]
```

Real electrons also interact, which this model neglects: a two-body term generally adds products of three operators to $[c_i,H]$, and the linear equation no longer closes.

## Two modes on four states

An explicit example shows that the relations can be satisfied. With the basis ordered $|00\rangle,|01\rangle,|10\rangle,|11\rangle$, the second mode acquires a minus sign when the first is occupied.

```lean
/-- Two fermionic modes on four states, in the Jordan–Wigner form. -/
def twoModes : Fin 2 → Matrix (Fin 4) (Fin 4) ℂ :=
  ![!![0, 0, 1, 0; 0, 0, 0, 1; 0, 0, 0, 0; 0, 0, 0, 0],
    !![0, 1, 0, 0; 0, 0, 0, 0; 0, 0, 0, -1; 0, 0, 0, 0]]
```

The proof writes out the adjoints and compares all matrix entries.

```lean
/-- The two Jordan–Wigner modes obey the canonical anticommutation relations. -/
theorem isCAR_witness : IsCAR twoModes := by
  -- the creation operators as explicit matrices
  have hstar : ∀ j, (twoModes j)ᴴ =
      (![!![0, 0, 0, 0; 0, 0, 0, 0; 1, 0, 0, 0; 0, 1, 0, 0],
        !![0, 0, 0, 0; 1, 0, 0, 0; 0, 0, 0, 0; 0, 0, -1, 0]] :
        Fin 2 → Matrix (Fin 4) (Fin 4) ℂ) j := by
    intro j
    fin_cases j <;> ext a b <;> fin_cases a <;> fin_cases b <;>
      simp [twoModes, Matrix.conjTranspose_apply]
  constructor
  · intro i j
    fin_cases i <;> fin_cases j <;> ext a b <;> fin_cases a <;> fin_cases b <;>
      simp [twoModes]
  · intro i j
    rw [hstar]
    fin_cases i <;> fin_cases j <;> ext a b <;> fin_cases a <;> fin_cases b <;>
      simp [twoModes]

end

end FreeFermionPropagator
```

```lean
#print axioms FreeFermionPropagator.anticommutator_heisenberg
-- 'FreeFermionPropagator.anticommutator_heisenberg' depends on axioms: [propext, Classical.choice, Quot.sound]
#print axioms FreeFermionPropagator.sum_norm_sq_trace_anticommutator
-- 'FreeFermionPropagator.sum_norm_sq_trace_anticommutator' depends on axioms: [propext, Classical.choice, Quot.sound]
```
